# In a finite-dimensional mirror-symmetric system, a state orthogonal to its mirror image bounds the two lowest levels from above

A unit vector $v$ in one well of a symmetric double well, orthogonal to its mirror image $Pv$, is said to put the second-lowest level, counted with multiplicity, at or below $\langle v,Hv\rangle+|t|$, where $t=\langle v,HPv\rangle$. But my $v$ is only a trial state, and it overlaps with many higher eigenstates. Why should it say anything about the second level, and why is $t$ real?

## Two orthogonal trial states reach the second level

The bound holds for any such $v$, however poor, if the state space is finite-dimensional and the Hermitian $H$ commutes with the reflection $P$, a Hermitian unitary. The vectors $v$ and $Pv$ span a plane, and some direction in that plane is orthogonal to the ground state.

Since $P^2=1$ and $HP=PH$,
$$t^*=\langle HPv,v\rangle=\langle PHv,v\rangle=\langle Hv,Pv\rangle=\langle v,HPv\rangle=t .$$
Write $\varepsilon=\langle v,Hv\rangle$. Then $\|Pv\|=1$, $\langle Pv,HPv\rangle=\langle Pv,PHv\rangle=\varepsilon$ and $\langle Pv,Hv\rangle=\langle v,PHv\rangle=t$. For $w=av+bPv$ this gives
$$\|w\|^2=|a|^2+|b|^2,\qquad \langle w,Hw\rangle=\|w\|^2\varepsilon+2\,\mathrm{Re}(a^*b)\,t .$$
From $|a\pm b|^2\ge 0$ we get $2|\mathrm{Re}(a^*b)|\le\|w\|^2$, so $\langle w,Hw\rangle\le(\varepsilon+|t|)\|w\|^2$.

Let $\varphi_k$ be orthonormal eigenstates with levels $E_0\le E_1\le\dots$. If $\langle\varphi_0,v\rangle=0$, take $w=v$; otherwise take $a=\langle\varphi_0,Pv\rangle$ and $b=-\langle\varphi_0,v\rangle$. Either way $w\neq0$ and $\langle\varphi_0,w\rangle=0$, hence
$$\langle w,Hw\rangle=\sum_k E_k|\langle\varphi_k,w\rangle|^2\ge E_1\|w\|^2 .$$
Dividing by $\|w\|^2$ gives $E_1\le\varepsilon+|t|$.

The combinations $v\pm Pv$ have squared norm $2$ and unnormalised energy $2(\varepsilon\pm t)$. The lower one gives $E_0\le\varepsilon-|t|$. In dimension two $E_1$ is the top level, so the higher one gives $E_1\ge\varepsilon+|t|$, and the bound is an equality.

## Three sites, and a tilted well

Take two wells at energy $0$, a middle site at energy $1$, and hopping $-1$ between neighbours:
$$H=\begin{pmatrix}0&-1&0\\-1&1&-1\\0&-1&0\end{pmatrix}.$$
The eigenvectors $(1,1,1)$, $(1,0,-1)$ and $(1,-2,1)$ have eigenvalues $-1$, $0$ and $2$. For $v=(1,0,0)$, $\varepsilon=t=0$. Both bounds hold, $-1\le0$ and $0\le0$, yet the splitting is $1$ while $2|t|=0$. Two upper bounds on levels do not bound their difference.

The symmetry of $H$ matters because it gives $v$ and $Pv$ equal energies. If these differ, the bound can fail: for $H=\mathrm{diag}(0,10)$, $P$ the swap and $v=(1,0)$, we have $\varepsilon+|t|=0$ but $E_1=10$.

## The statement and its proof in Lean

`LocalizedState H P v` collects the hypotheses. Despite its name, it asks for no spatial localization, only $\langle v,Pv\rangle=0$. `IsSymmetric` together with `parity_sq` makes $P$ a Hermitian unitary. `energy` is $\mathrm{Re}\langle x,Hx\rangle$, not divided by the norm. `tunnel` is the complex number $t$; once its imaginary part is zero, the absolute value of its real part is $|t|$. The docstrings call it the tunnelling amplitude, but it is only the direct matrix element between $v$ and $Pv$: in the three-site example it vanishes, although the wells are coupled through the middle site. `level` counts from zero with multiplicity, so `level s.herm hn 1` is $E_1$, and the dimension `m + 2` is at least two.

```lean
import Mathlib

open scoped InnerProductSpace ComplexConjugate

namespace TunnellingDoublet

noncomputable section

variable {E : Type*} [NormedAddCommGroup E] [InnerProductSpace ℂ E]

/-- A Hermitian `H` commutes with a Hermitian unitary `P`, and the unit vector `v` is
orthogonal to its mirror image `P v`. -/
structure LocalizedState (H P : E →ₗ[ℂ] E) (v : E) : Prop where
  herm : H.IsSymmetric
  parity_herm : P.IsSymmetric
  parity_sq : ∀ x, P (P x) = x
  comm : ∀ x, H (P x) = P (H x)
  unit : ‖v‖ = 1
  orth : ⟪v, P v⟫_ℂ = 0

/-- The real part of `⟨x, H x⟩`, the energy expectation when `x` is a unit vector. -/
def energy (H : E →ₗ[ℂ] E) (x : E) : ℝ := (⟪x, H x⟫_ℂ).re

/-- The tunnelling amplitude `⟨v, H P v⟩` between `v` and its mirror image. -/
def tunnel (H P : E →ₗ[ℂ] E) (v : E) : ℂ := ⟪v, H (P v)⟫_ℂ

/-- The eigenvalues of a Hermitian `H` on a finite-dimensional space, in increasing order and
counted with multiplicity; `k = 0` is the lowest. -/
def level [FiniteDimensional ℂ E] {H : E →ₗ[ℂ] E} (hH : H.IsSymmetric) {N : ℕ}
    (hn : Module.finrank ℂ E = N) (k : Fin N) : ℝ :=
  hH.eigenvalues hn (Tuple.sort (hH.eigenvalues hn) k)

/-- An orthonormal basis of eigenstates of a Hermitian `H` on a finite-dimensional space, in the
order of the levels. -/
def levelState [FiniteDimensional ℂ E] {H : E →ₗ[ℂ] E} (hH : H.IsSymmetric) {N : ℕ}
    (hn : Module.finrank ℂ E = N) : OrthonormalBasis (Fin N) ℂ E :=
  (hH.eigenvectorBasis hn).reindex (Tuple.sort (hH.eigenvalues hn)).symm

/-- The tunnelling amplitude of a localized state is real. -/
theorem tunnel_real {H P : E →ₗ[ℂ] E} {v : E} (s : LocalizedState H P v) :
    (tunnel H P v).im = 0 := by
  apply Complex.conj_eq_iff_im.mp
  rw [tunnel, inner_conj_symm, s.comm, s.parity_herm (H v) v, s.herm v (P v), s.comm]

/-- For a localized state `v`, the squared norm of `a v + b P v` is `|a|² + |b|²`. -/
theorem norm_combination {H P : E →ₗ[ℂ] E} {v : E} (s : LocalizedState H P v) (a b : ℂ) :
    ‖a • v + b • P v‖ ^ 2 = ‖a‖ ^ 2 + ‖b‖ ^ 2 := by
  have h1 : ⟪v, v⟫_ℂ = 1 := by
    rw [inner_self_eq_norm_sq_to_K, s.unit]; simp
  have h2 : ⟪P v, P v⟫_ℂ = 1 := by
    rw [s.parity_herm v (P v), s.parity_sq, h1]
  have h3 : ⟪P v, v⟫_ℂ = 0 := by
    rw [s.parity_herm v v, s.orth]
  have h4 : (⟪a • v + b • P v, a • v + b • P v⟫_ℂ).re = ‖a • v + b • P v‖ ^ 2 :=
    inner_self_eq_norm_sq (𝕜 := ℂ) _
  rw [← h4, Complex.sq_norm, Complex.sq_norm, Complex.normSq_apply, Complex.normSq_apply]
  simp only [inner_add_left, inner_add_right, inner_smul_left, inner_smul_right,
    h1, h2, h3, s.orth, Complex.add_re, Complex.add_im, Complex.mul_re, Complex.mul_im,
    Complex.conj_re,
    Complex.conj_im, Complex.one_re, Complex.one_im, Complex.zero_re, Complex.zero_im]
  ring

/-- For a localized state `v`, the energy of `a v + b P v` is that of `v` weighted by
`|a|² + |b|²`, plus an interference term proportional to the tunnelling amplitude. -/
theorem energy_combination {H P : E →ₗ[ℂ] E} {v : E} (s : LocalizedState H P v) (a b : ℂ) :
    energy H (a • v + b • P v) =
      (‖a‖ ^ 2 + ‖b‖ ^ 2) * energy H v + 2 * (conj a * b).re * (tunnel H P v).re := by
  have h1 : ⟪P v, H (P v)⟫_ℂ = ⟪v, H v⟫_ℂ := by
    rw [s.comm, s.parity_herm v (P (H v)), s.parity_sq]
  have h2 : ⟪P v, H v⟫_ℂ = ⟪v, H (P v)⟫_ℂ := by
    rw [s.parity_herm v (H v), s.comm]
  have h3 : (⟪v, H v⟫_ℂ).im = 0 := by
    apply Complex.conj_eq_iff_im.mp
    rw [inner_conj_symm]
    exact s.herm v v
  have h4 : (⟪v, H (P v)⟫_ℂ).im = 0 := tunnel_real s
  rw [Complex.sq_norm, Complex.sq_norm, Complex.normSq_apply, Complex.normSq_apply]
  simp only [energy, tunnel, map_add, map_smul, inner_add_left, inner_add_right,
    inner_smul_left, inner_smul_right, h1, h2, Complex.add_re, Complex.add_im, Complex.mul_re,
    Complex.mul_im, Complex.conj_re, Complex.conj_im, h3, h4]
  ring

/-- For Hermitian `H` on a finite-dimensional space, the squared norm of `x` is the sum of its
squared overlaps with the eigenstates, and its energy is the sum of the levels weighted by these
overlaps. -/
theorem spectral_weights [FiniteDimensional ℂ E] {H : E →ₗ[ℂ] E} (hH : H.IsSymmetric)
    {N : ℕ} (hn : Module.finrank ℂ E = N) (x : E) :
    ‖x‖ ^ 2 = ∑ k, ‖⟪levelState hH hn k, x⟫_ℂ‖ ^ 2 ∧
    energy H x = ∑ k, level hH hn k * ‖⟪levelState hH hn k, x⟫_ℂ‖ ^ 2 := by
  have hb : ∀ k, H (levelState hH hn k) = (level hH hn k : ℂ) • levelState hH hn k := by
    intro k
    rw [levelState, OrthonormalBasis.reindex_apply]
    exact hH.apply_eigenvectorBasis hn _
  constructor
  · have h : (⟪x, x⟫_ℂ).re = ‖x‖ ^ 2 := inner_self_eq_norm_sq (𝕜 := ℂ) x
    rw [← h, ← (levelState hH hn).sum_inner_mul_inner x x, Complex.re_sum]
    refine Finset.sum_congr rfl fun k _ => ?_
    rw [← inner_conj_symm x (levelState hH hn k), Complex.sq_norm, Complex.normSq_apply]
    simp only [Complex.mul_re, Complex.conj_re, Complex.conj_im]
    ring
  · rw [energy, ← (levelState hH hn).sum_inner_mul_inner x (H x), Complex.re_sum]
    refine Finset.sum_congr rfl fun k _ => ?_
    rw [← hH (levelState hH hn k) x, hb, inner_smul_left, Complex.conj_ofReal,
      ← inner_conj_symm x (levelState hH hn k), Complex.sq_norm, Complex.normSq_apply]
    simp only [Complex.mul_re, Complex.mul_im, Complex.conj_re, Complex.conj_im,
      Complex.ofReal_re, Complex.ofReal_im]
    ring

/-- For a localized state `v` in a finite-dimensional space, the tunnelling amplitude `t` is real
and the second-lowest eigenvalue of `H`, counted with multiplicity, is at most `⟨v, H v⟩ + |t|`. -/
theorem second_level_le [FiniteDimensional ℂ E] {H P : E →ₗ[ℂ] E} {v : E}
    (s : LocalizedState H P v) {m : ℕ} (hn : Module.finrank ℂ E = m + 2) :
    (tunnel H P v).im = 0 ∧
      level s.herm hn 1 ≤ energy H v + |(tunnel H P v).re| := by
  refine ⟨tunnel_real s, ?_⟩
  -- a nonzero combination of `v` and `P v` orthogonal to the lowest eigenstate
  obtain ⟨a, b, hN, hab⟩ : ∃ a b : ℂ, 0 < ‖a‖ ^ 2 + ‖b‖ ^ 2 ∧
      a * ⟪levelState s.herm hn 0, v⟫_ℂ + b * ⟪levelState s.herm hn 0, P v⟫_ℂ = 0 := by
    by_cases h : ⟪levelState s.herm hn 0, v⟫_ℂ = 0
    · exact ⟨1, 0, by simp, by simp [h]⟩
    · refine ⟨⟪levelState s.herm hn 0, P v⟫_ℂ, -⟪levelState s.herm hn 0, v⟫_ℂ, ?_, by ring⟩
      have h' := norm_pos_iff.mpr h
      rw [norm_neg]
      positivity
  -- its unnormalised energy is at least the second level times its squared norm
  have low : level s.herm hn 1 * ‖a • v + b • P v‖ ^ 2 ≤ energy H (a • v + b • P v) := by
    obtain ⟨h1, h2⟩ := spectral_weights s.herm hn (a • v + b • P v)
    rw [h1, h2, Finset.mul_sum]
    refine Finset.sum_le_sum fun k _ => ?_
    by_cases hk : k = 0
    · rw [hk, inner_add_right, inner_smul_right, inner_smul_right, hab]
      simp
    · exact mul_le_mul_of_nonneg_right
        (Tuple.monotone_sort (s.herm.eigenvalues hn) (Fin.one_le_of_ne_zero hk))
        (sq_nonneg _)
  -- the interference term is at most `|t|` times the squared norm
  have hc : |2 * (conj a * b).re| ≤ ‖a‖ ^ 2 + ‖b‖ ^ 2 := by
    rw [abs_le, Complex.sq_norm, Complex.sq_norm, Complex.normSq_apply, Complex.normSq_apply]
    simp only [Complex.mul_re, Complex.conj_re, Complex.conj_im]
    constructor <;> nlinarith [sq_nonneg (a.re + b.re), sq_nonneg (a.im + b.im),
      sq_nonneg (a.re - b.re), sq_nonneg (a.im - b.im)]
  have up : 2 * (conj a * b).re * (tunnel H P v).re ≤
      (‖a‖ ^ 2 + ‖b‖ ^ 2) * |(tunnel H P v).re| := by
    refine (le_abs_self _).trans ?_
    rw [abs_mul]
    exact mul_le_mul_of_nonneg_right hc (abs_nonneg _)
  rw [norm_combination s, energy_combination s] at low
  refine le_of_mul_le_mul_right ?_ hN
  linarith

/-- For a localized state `v` in a finite-dimensional space, with tunnelling amplitude `t`, the
lowest eigenvalue of `H` is at most `⟨v, H v⟩ - |t|`. -/
theorem lowest_level_le [FiniteDimensional ℂ E] {H P : E →ₗ[ℂ] E} {v : E}
    (s : LocalizedState H P v) {m : ℕ} (hn : Module.finrank ℂ E = m + 2) :
    level s.herm hn 0 ≤ energy H v - |(tunnel H P v).re| := by
  have low : ∀ x, level s.herm hn 0 * ‖x‖ ^ 2 ≤ energy H x := by
    intro x
    obtain ⟨h1, h2⟩ := spectral_weights s.herm hn x
    rw [h1, h2, Finset.mul_sum]
    exact Finset.sum_le_sum fun k _ => mul_le_mul_of_nonneg_right
      (Tuple.monotone_sort (s.herm.eigenvalues hn) (Fin.zero_le k)) (sq_nonneg _)
  -- test with the even and odd combinations
  have hp := low ((1 : ℂ) • v + (1 : ℂ) • P v)
  have hq := low ((1 : ℂ) • v + (-1 : ℂ) • P v)
  rw [norm_combination s, energy_combination s] at hp hq
  simp only [norm_neg, norm_one, map_one, one_mul, Complex.neg_re, Complex.one_re] at hp hq
  rcases abs_cases (tunnel H P v).re with h | h <;> linarith

/-- In a two-dimensional state space the bound is attained: for a localized state `v` the
upper level equals `⟨v, H v⟩ + |t|`. -/
theorem second_level_eq [FiniteDimensional ℂ E] {H P : E →ₗ[ℂ] E} {v : E}
    (s : LocalizedState H P v) (hn : Module.finrank ℂ E = 2) :
    level s.herm hn 1 = energy H v + |(tunnel H P v).re| := by
  refine le_antisymm (second_level_le (m := 0) s hn).2 ?_
  have up : ∀ x, energy H x ≤ level s.herm hn 1 * ‖x‖ ^ 2 := by
    intro x
    obtain ⟨h1, h2⟩ := spectral_weights s.herm hn x
    rw [h1, h2, Finset.mul_sum]
    exact Finset.sum_le_sum fun k _ => mul_le_mul_of_nonneg_right
      (Tuple.monotone_sort (s.herm.eigenvalues hn) (Fin.le_last k)) (sq_nonneg _)
  have hp := up ((1 : ℂ) • v + (1 : ℂ) • P v)
  have hq := up ((1 : ℂ) • v + (-1 : ℂ) • P v)
  rw [norm_combination s, energy_combination s] at hp hq
  simp only [norm_neg, norm_one, map_one, one_mul, Complex.neg_re, Complex.one_re] at hp hq
  rcases abs_cases (tunnel H P v).re with h | h <;> linarith

/-- The reflection that exchanges the two wells of a two-state system. -/
def swapWells : EuclideanSpace ℂ (Fin 2) →ₗ[ℂ] EuclideanSpace ℂ (Fin 2) where
  toFun x := !₂[x 1, x 0]
  map_add' x y := by ext i; fin_cases i <;> simp
  map_smul' c x := by ext i; fin_cases i <;> simp

/-- The two-well Hamiltonian with on-site energy `e` and hopping `-d`. -/
def twoWell (e d : ℝ) : EuclideanSpace ℂ (Fin 2) →ₗ[ℂ] EuclideanSpace ℂ (Fin 2) :=
  (e : ℂ) • LinearMap.id - (d : ℂ) • swapWells

/-- The state in the first well is a localized state of the two-well Hamiltonian, with
tunnelling amplitude `-d`. -/
theorem localizedState_witness (e d : ℝ) :
    LocalizedState (twoWell e d) swapWells !₂[1, 0] ∧
      tunnel (twoWell e d) swapWells !₂[1, 0] = -(d : ℂ) := by
  have hP : swapWells.IsSymmetric := by
    intro x y
    simp [swapWells, PiLp.inner_apply, Fin.sum_univ_two]
    ring
  refine ⟨⟨?_, hP, ?_, ?_, ?_, ?_⟩, ?_⟩
  · intro x y
    simp only [twoWell, LinearMap.sub_apply, LinearMap.smul_apply, LinearMap.id_apply,
      inner_sub_left, inner_sub_right, inner_smul_left, inner_smul_right,
      Complex.conj_ofReal, hP x y]
  · intro x
    ext i
    fin_cases i <;> simp [swapWells]
  · intro x
    simp only [twoWell, LinearMap.sub_apply, LinearMap.smul_apply, LinearMap.id_apply,
      map_sub, map_smul]
  · simp [EuclideanSpace.norm_eq, Fin.sum_univ_two]
  · simp [swapWells, PiLp.inner_apply, Fin.sum_univ_two]
  · simp [tunnel, twoWell, swapWells, PiLp.inner_apply, Fin.sum_univ_two,
      EuclideanSpace.norm_eq]

end

end TunnellingDoublet
```

```lean
#print axioms TunnellingDoublet.lowest_level_le
#print axioms TunnellingDoublet.second_level_eq
```

```
'TunnellingDoublet.lowest_level_le' depends on axioms: [propext, Classical.choice, Quot.sound]
'TunnellingDoublet.second_level_eq' depends on axioms: [propext, Classical.choice, Quot.sound]
```

`tunnel_real` is the chain for $t^*$. `norm_combination` and `energy_combination` expand the inner products of $w=av+bPv$, split them into real and imaginary parts and finish with `ring`. `spectral_weights` expands norm and energy in eigenstates.

In `second_level_le`, the first `by_cases` chooses $a$ and $b$. The step `low` compares the sums term by term: the $k=0$ term vanishes, and sorting handles the others. `hc` bounds the interference factor using squares, and `hN` allows the final division. `lowest_level_le` and `second_level_eq` test $v\pm Pv$ and split on the sign of $t$. `localizedState_witness` checks the hypotheses for two wells with on-site energy $e$ and hopping $-d$, where $t=-d$.

In electronic structure, $H$ can be the many-electron Hamiltonian for a mirror-symmetric arrangement of fixed nuclei, projected onto the span of a finite basis, and $v$ a normalised symmetry-broken trial state in that span. The reflection must map the span to itself, and $v$ must be exactly orthogonal to its image. The levels in the bounds are then those of the projected Hamiltonian. The passage from that basis to a continuum double well, with its infinite-dimensional state space, needs a separate argument.
